# Under cavity coupling, a Casida model with dipole self-energy conserves total oscillator strength, and its squared-frequency moment never falls

## Does the cavity only redistribute oscillator strength?

Coupling a molecule to cavity modes mixes its excitations with photons, but the oscillator strengths of the mixed states still add up to the cavity-free total. I mean a finite electron-photon Casida matrix from linear-response QEDFT, with the dipole self-energy in its matter block and no electron-photon exchange-correlation kernel. If each strength is weighted by the squared frequency of its state, the sum can change, by an amount set by the couplings and the bare transition amplitudes. I can see this for one excitation and one mode. Could someone derive it for any finite number of both, and give a version that a proof assistant has checked?

## Yes, and the weighted sum grows by the squared coupling to the transition vector

Let \(w_i\) be the frequencies of the matter excitations, \(\omega_a\) those of the cavity modes, and \(V_{ai}\) the real coupling of mode \(a\) to excitation \(i\). With \(D=\mathrm{diag}(\omega_a)\), the Casida matrix is

\[
M=\begin{pmatrix}\mathrm{diag}(w_i^2)+V^TV & -V^TD\\ -DV & D^2\end{pmatrix}.
\]

Let \(u_k\) be any orthonormal eigenbasis, \(Mu_k=\Lambda_k u_k\), and let the real vector \(s\) collect the bare transition amplitudes \(s_i\propto\sqrt{w_i}\,d_i\), where \(d_i\) is the transition dipole along a fixed direction. Up to a constant prefactor, the oscillator strength of state \(k\) is \(f_k=(u_k\cdot(s,0))^2\). Then

\[
\sum_k f_k=\sum_i s_i^2,\qquad
\sum_k\Lambda_k f_k=\sum_i w_i^2s_i^2+\sum_a (Vs)_a^2 .
\]

For a single mode, \(V\) is one row \(v\) and the last term is \((v\cdot s)^2\).

For a polariton spectrum computed with this finite model, in which photons couple to matter only through the fixed matrix \(V\), the two identities are necessary checks on the full set of eigenvectors and eigenvalues. Their right-hand sides need only \(s\), the \(w_i\) and \(V\).

### Completing the square, then expanding in eigenvectors

Take a vector \(z=(x,q)\) with matter part \(x\) and photon part \(q\). Multiplying out the blocks gives

\[
z^TMz=\sum_i w_i^2x_i^2+\sum_a\left[(Vx)_a^2-2\,\omega_aq_a(Vx)_a+\omega_a^2q_a^2\right],
\]

and each bracket is a perfect square:

\[
z^TMz=\sum_i w_i^2x_i^2+\sum_a\big((Vx)_a-\omega_aq_a\big)^2 .
\]

Suppose all \(w_i\) and \(\omega_a\) are positive. The form is nonnegative. If it vanishes, the first sum forces \(x=0\); the second then reduces to \(\sum_a\omega_a^2q_a^2=0\), which forces \(q=0\). So \(M\) is positive definite, and \(\Lambda_k=u_k^TMu_k>0\). The mixed states therefore have real frequencies \(\Omega_k=\sqrt{\Lambda_k}\) at every coupling strength.

Now put the eigenvectors into the rows of a matrix \(U\). Orthonormality says \(UU^T=1\). Since \(U\) is square, \(U^TU=1\) as well, and for any vectors \(y,z\)

\[
\sum_k(u_k\cdot y)(u_k\cdot z)=(Uy)\cdot(Uz)=y\cdot U^TUz=y\cdot z .
\]

With \(y=z=(s,0)\) this is the first sum rule. For the second, symmetry of \(M\) gives \(u_k\cdot Mz=(Mu_k)\cdot z=\Lambda_k\,(u_k\cdot z)\), so

\[
\sum_k\Lambda_k(u_k\cdot z)^2=\sum_k(u_k\cdot z)(u_k\cdot Mz)=z\cdot Mz .
\]

At \(z=(s,0)\) the completed square has \(x=s\) and \(q=0\), which leaves \(\sum_iw_i^2s_i^2+\sum_a(Vs)_a^2\). The added term is a sum of squares, so it vanishes exactly when \(Vs=0\).

### How the Lean objects correspond to the physics

The finite types `n` and `m` label matter excitations and cavity modes, and `n ⊕ m` labels the components of a mixed vector. `casidaMatrix w ω V` is \(M\), and `Sum.elim s 0` is \((s,0)\), a transition vector with no photon part.

`IsEigenbasis M u Λ` contains the orthonormality relations and the eigenvalue equations. The states `k` are also labelled by `n ⊕ m`, which fixes their number; the label does not mark a state as matter-like or photon-like. The basis is a hypothesis, which the spectral theorem for real symmetric matrices can always meet. Within a degenerate eigenspace the individual strengths can depend on the basis chosen, but the two sums do not.

In atomic units, and for a fixed polarisation direction, the physical choice is \(s_i=\sqrt{2w_i}\,d_i\), with \(d_i\) the component of the transition dipole along that direction, so that \(s_i^2\) is proportional to the bare oscillator strength. The physical coupling is \(V_{ai}=\sqrt{2w_i}\,\boldsymbol\lambda_a\cdot\mathbf d_i\), where \(\mathbf d_i\) is the full transition dipole vector and \(\boldsymbol\lambda_a\) is the coupling vector of mode \(a\), normalised so that the dipole self-energy is \(\tfrac12\sum_a(\boldsymbol\lambda_a\cdot\mathbf R)^2\) for the dipole operator \(\mathbf R\). The theorems allow any real `s` and `V`. Positive frequencies are assumed only in `casida_posDef` and `eigenvalue_pos`; the sum rules hold without that assumption.

The model has finitely many excitations and modes, real couplings and no damping. The matter block is diagonal apart from the self-energy, so `w` must already contain any interaction between the excitations, and there is no further electron-photon exchange-correlation kernel. Both `w` and `s` are held fixed when the coupling is switched on, so any change of the electronic ground state by the cavity is left out of the comparison. The total is compared with its cavity-free value \(\sum_is_i^2\) in this sense; whether that value equals the electron number, as in the Thomas–Reiche–Kuhn rule, is a separate matter.

```lean
import Mathlib

open Matrix

namespace QEDFTCasida

noncomputable section

variable {ι n m : Type*} [Fintype ι] [DecidableEq ι]
  [Fintype n] [DecidableEq n] [Fintype m] [DecidableEq m]

/-- The electron-photon Casida matrix for matter excitations of frequencies `w`, cavity modes of
frequencies `ω` and couplings `V`, with the dipole self-energy `Vᵀ * V` in the matter block. -/
def casidaMatrix (w : n → ℝ) (ω : m → ℝ) (V : Matrix m n ℝ) : Matrix (n ⊕ m) (n ⊕ m) ℝ :=
  fromBlocks (diagonal (fun i => w i ^ 2) + Vᵀ * V) (-(Vᵀ * diagonal ω))
    (-(diagonal ω * V)) (diagonal (fun a => ω a ^ 2))

/-- The vectors `u k` form an orthonormal eigenbasis of `M` with eigenvalues `Λ k`. -/
structure IsEigenbasis (M : Matrix ι ι ℝ) (u : ι → ι → ℝ) (Λ : ι → ℝ) : Prop where
  orthonormal : ∀ j k, u j ⬝ᵥ u k = if j = k then 1 else 0
  eigen : ∀ k, M *ᵥ u k = Λ k • u k

/-- The oscillator strength of the mixed state `k`, up to a constant prefactor: the squared
projection of the purely electronic transition vector `(s, 0)` on `u k`. -/
def oscillatorStrength (u : n ⊕ m → n ⊕ m → ℝ) (s : n → ℝ) (k : n ⊕ m) : ℝ :=
  (u k ⬝ᵥ Sum.elim s (0 : m → ℝ)) ^ 2

/-- The quadratic form of the Casida matrix is the bare matter term plus one complete square
for each cavity mode. -/
theorem casida_quadratic_form (w : n → ℝ) (ω : m → ℝ) (V : Matrix m n ℝ)
    (x : n → ℝ) (q : m → ℝ) :
    Sum.elim x q ⬝ᵥ (casidaMatrix w ω V *ᵥ Sum.elim x q) =
      ∑ i, w i ^ 2 * x i ^ 2 + ∑ a, ((V *ᵥ x) a - ω a * q a) ^ 2 := by
  -- split into matter and photon components
  have hs : Sum.elim x q ⬝ᵥ (casidaMatrix w ω V *ᵥ Sum.elim x q) =
      x ⬝ᵥ ((diagonal (fun i => w i ^ 2) + Vᵀ * V) *ᵥ x + (-(Vᵀ * diagonal ω)) *ᵥ q) +
      q ⬝ᵥ ((-(diagonal ω * V)) *ᵥ x + diagonal (fun a => ω a ^ 2) *ᵥ q) := by
    rw [casidaMatrix, fromBlocks_mulVec]
    simp only [dotProduct, Fintype.sum_sum_type, Sum.elim_inl, Sum.elim_inr,
      Sum.elim_comp_inl, Sum.elim_comp_inr]
  have h1 : x ⬝ᵥ ((Vᵀ * V) *ᵥ x) = (V *ᵥ x) ⬝ᵥ (V *ᵥ x) := by
    rw [← mulVec_mulVec, dotProduct_mulVec x, vecMul_transpose]
  have h2 : x ⬝ᵥ ((Vᵀ * diagonal ω) *ᵥ q) = (V *ᵥ x) ⬝ᵥ (diagonal ω *ᵥ q) := by
    rw [← mulVec_mulVec, dotProduct_mulVec x, vecMul_transpose]
  have h3 : (diagonal ω * V) *ᵥ x = diagonal ω *ᵥ (V *ᵥ x) := (mulVec_mulVec _ _ _).symm
  rw [hs]
  simp only [add_mulVec, neg_mulVec, dotProduct_add, dotProduct_neg, h1, h2, h3]
  simp only [dotProduct, mulVec_diagonal]
  -- complete the square mode by mode
  have e1 : ∑ i, x i * (w i ^ 2 * x i) = ∑ i, w i ^ 2 * x i ^ 2 :=
    Finset.sum_congr rfl fun i _ => by ring
  have e2 : ∑ a, ((V *ᵥ x) a - ω a * q a) ^ 2 =
      ∑ a, (V *ᵥ x) a * (V *ᵥ x) a - ∑ a, (V *ᵥ x) a * (ω a * q a)
        - ∑ a, q a * (ω a * (V *ᵥ x) a) + ∑ a, q a * (ω a ^ 2 * q a) := by
    rw [← Finset.sum_sub_distrib, ← Finset.sum_sub_distrib, ← Finset.sum_add_distrib]
    exact Finset.sum_congr rfl fun a _ => by ring
  linear_combination e1 - e2

omit [Fintype n] in
/-- The Casida matrix is symmetric. -/
theorem casida_symmetric (w : n → ℝ) (ω : m → ℝ) (V : Matrix m n ℝ) :
    (casidaMatrix w ω V)ᵀ = casidaMatrix w ω V := by
  rw [casidaMatrix, fromBlocks_transpose]
  simp [transpose_add, transpose_mul, diagonal_transpose]

/-- For positive bare frequencies the Casida matrix is positive definite at every coupling. -/
theorem casida_posDef (w : n → ℝ) (ω : m → ℝ) (V : Matrix m n ℝ)
    (hw : ∀ i, 0 < w i) (hω : ∀ a, 0 < ω a) : (casidaMatrix w ω V).PosDef := by
  rw [posDef_iff_dotProduct_mulVec]
  refine ⟨?_, fun z hz => ?_⟩
  · change (casidaMatrix w ω V)ᴴ = casidaMatrix w ω V
    rw [conjTranspose_eq_transpose_of_trivial]
    exact casida_symmetric w ω V
  · have key := casida_quadratic_form w ω V (z ∘ Sum.inl) (z ∘ Sum.inr)
    rw [Sum.elim_comp_inl_inr] at key
    rw [star_trivial, key]
    have ha : 0 ≤ ∑ i, w i ^ 2 * (z ∘ Sum.inl) i ^ 2 :=
      Finset.sum_nonneg fun i _ => by positivity
    have hb : 0 ≤ ∑ a, ((V *ᵥ (z ∘ Sum.inl)) a - ω a * (z ∘ Sum.inr) a) ^ 2 :=
      Finset.sum_nonneg fun a _ => sq_nonneg _
    by_contra hneg
    have a0 : ∑ i, w i ^ 2 * (z ∘ Sum.inl) i ^ 2 = 0 := by linarith
    have b0 : ∑ a, ((V *ᵥ (z ∘ Sum.inl)) a - ω a * (z ∘ Sum.inr) a) ^ 2 = 0 := by linarith
    rw [Finset.sum_eq_zero_iff_of_nonneg (fun i _ => by positivity)] at a0
    rw [Finset.sum_eq_zero_iff_of_nonneg (fun a _ => sq_nonneg _)] at b0
    -- the matter part vanishes first, then the photon part
    have hx : ∀ i, z (Sum.inl i) = 0 := fun i => by
      simpa [(hw i).ne'] using a0 i (Finset.mem_univ i)
    have hx' : z ∘ Sum.inl = 0 := funext hx
    have hq : ∀ a, z (Sum.inr a) = 0 := fun a => by
      have h := b0 a (Finset.mem_univ a)
      rw [hx', mulVec_zero] at h
      simpa [(hω a).ne'] using h
    apply hz
    funext i
    cases i with
    | inl i => exact hx i
    | inr a => exact hq a

/-- For positive bare frequencies every eigenvalue of the Casida matrix in an orthonormal
eigenbasis is positive. -/
theorem eigenvalue_pos {w : n → ℝ} {ω : m → ℝ} {V : Matrix m n ℝ}
    {u : n ⊕ m → n ⊕ m → ℝ} {Λ : n ⊕ m → ℝ} (hw : ∀ i, 0 < w i) (hω : ∀ a, 0 < ω a)
    (h : IsEigenbasis (casidaMatrix w ω V) u Λ) (k : n ⊕ m) : 0 < Λ k := by
  have h1 : u k ⬝ᵥ u k = 1 := by rw [h.orthonormal k k, if_pos rfl]
  have h0 : u k ≠ 0 := by
    intro h0
    rw [h0, zero_dotProduct] at h1
    exact zero_ne_one h1
  have hp := (casida_posDef w ω V hw hω).dotProduct_mulVec_pos h0
  rwa [star_trivial, h.eigen k, dotProduct_smul, h1, smul_eq_mul, mul_one] at hp

/-- Completeness: the products of the projections of two vectors on an orthonormal eigenbasis
sum to their scalar product. -/
theorem completeness {M : Matrix ι ι ℝ} {u : ι → ι → ℝ} {Λ : ι → ℝ}
    (h : IsEigenbasis M u Λ) (x y : ι → ℝ) :
    ∑ k, (u k ⬝ᵥ x) * (u k ⬝ᵥ y) = x ⬝ᵥ y := by
  let U : Matrix ι ι ℝ := Matrix.of u
  have hU : U * Uᵀ = 1 := by
    ext j k
    rw [Matrix.mul_apply, Matrix.one_apply]
    exact h.orthonormal j k
  have hU' : Uᵀ * U = 1 := mul_eq_one_comm.mp hU
  calc ∑ k, (u k ⬝ᵥ x) * (u k ⬝ᵥ y) = (U *ᵥ x) ⬝ᵥ (U *ᵥ y) := rfl
    _ = x ⬝ᵥ ((Uᵀ * U) *ᵥ y) := by
      rw [← mulVec_mulVec, dotProduct_mulVec x, vecMul_transpose]
    _ = x ⬝ᵥ y := by rw [hU', one_mulVec]

/-- For a symmetric matrix, the eigenvalue-weighted sum of the squared projections of a vector
is the quadratic form of the matrix at that vector. -/
theorem weighted_projections {M : Matrix ι ι ℝ} {u : ι → ι → ℝ} {Λ : ι → ℝ}
    (hM : Mᵀ = M) (h : IsEigenbasis M u Λ) (x : ι → ℝ) :
    ∑ k, Λ k * (u k ⬝ᵥ x) ^ 2 = x ⬝ᵥ (M *ᵥ x) := by
  rw [← completeness h x (M *ᵥ x)]
  refine Finset.sum_congr rfl fun k _ => ?_
  -- move the matrix onto its eigenvector
  have hk : u k ⬝ᵥ (M *ᵥ x) = Λ k * (u k ⬝ᵥ x) := by
    rw [dotProduct_mulVec, ← mulVec_transpose, hM, h.eigen k, smul_dotProduct, smul_eq_mul]
  rw [hk]
  ring

/-- Sum rules of the coupled system: the oscillator strengths add up to the squared norm of `s`,
and their eigenvalue-weighted sum is the bare matter value plus the squared couplings to `s`. -/
theorem oscillator_sum_rules {w : n → ℝ} {ω : m → ℝ} {V : Matrix m n ℝ}
    {u : n ⊕ m → n ⊕ m → ℝ} {Λ : n ⊕ m → ℝ}
    (h : IsEigenbasis (casidaMatrix w ω V) u Λ) (s : n → ℝ) :
    ∑ k, oscillatorStrength u s k = ∑ i, s i ^ 2 ∧
    ∑ k, Λ k * oscillatorStrength u s k =
      ∑ i, w i ^ 2 * s i ^ 2 + ∑ a, (V *ᵥ s) a ^ 2 := by
  constructor
  · simp only [oscillatorStrength, sq]
    rw [completeness h]
    simp [dotProduct, Fintype.sum_sum_type]
  · simp only [oscillatorStrength]
    rw [weighted_projections (casida_symmetric w ω V) h, casida_quadratic_form]
    simp only [Pi.zero_apply, mul_zero, sub_zero]

/-- The eigenvalue-weighted sum of oscillator strengths keeps its bare matter value exactly when
no cavity mode couples to the transition vector `s`. -/
theorem weighted_sum_unchanged_iff {w : n → ℝ} {ω : m → ℝ} {V : Matrix m n ℝ}
    {u : n ⊕ m → n ⊕ m → ℝ} {Λ : n ⊕ m → ℝ}
    (h : IsEigenbasis (casidaMatrix w ω V) u Λ) (s : n → ℝ) :
    ∑ k, Λ k * oscillatorStrength u s k = ∑ i, w i ^ 2 * s i ^ 2 ↔ V *ᵥ s = 0 := by
  rw [(oscillator_sum_rules h s).2, add_eq_left,
    Finset.sum_eq_zero_iff_of_nonneg (fun a _ => sq_nonneg _)]
  constructor
  · intro h0
    funext a
    exact pow_eq_zero_iff (two_ne_zero) |>.mp (h0 a (Finset.mem_univ a))
  · intro h0 a _
    rw [h0]
    simp

/-- One excitation of frequency 250 and one mode of frequency 289 with coupling 252 have an
explicit orthonormal eigenbasis, with eigenvalues 170² and 425². -/
theorem eigenbasis_witness :
    IsEigenbasis
      (casidaMatrix (fun _ : Unit => 250) (fun _ : Unit => 289) (Matrix.of fun _ _ => 252))
      (Sum.elim (fun _ => Sum.elim (fun _ => 3 / 5) (fun _ => 4 / 5))
        (fun _ => Sum.elim (fun _ => -4 / 5) (fun _ => 3 / 5)))
      (Sum.elim (fun _ => 170 ^ 2) (fun _ => 425 ^ 2)) := by
  constructor
  · rintro (⟨⟩ | ⟨⟩) (⟨⟩ | ⟨⟩) <;> simp [dotProduct, Fintype.sum_sum_type] <;> norm_num
  · rintro (⟨⟩ | ⟨⟩) <;> funext i <;> rcases i with ⟨⟩ | ⟨⟩ <;>
      simp [casidaMatrix, Matrix.mulVec, dotProduct, Fintype.sum_sum_type, Matrix.mul_apply] <;>
      norm_num

end

end QEDFTCasida
```

```lean
#print axioms QEDFTCasida.eigenvalue_pos
#print axioms QEDFTCasida.oscillator_sum_rules
#print axioms QEDFTCasida.weighted_sum_unchanged_iff
```

```
'QEDFTCasida.eigenvalue_pos' depends on axioms: [propext, Classical.choice, Quot.sound]
'QEDFTCasida.oscillator_sum_rules' depends on axioms: [propext, Classical.choice, Quot.sound]
'QEDFTCasida.weighted_sum_unchanged_iff' depends on axioms: [propext, Classical.choice, Quot.sound]
```

### How the proof follows the derivation

`casida_quadratic_form` is the completed square. It splits the form into matter and photon components with `fromBlocks_mulVec`. The steps `h1`, `h2` and `h3` regroup the products so that `V` acts on `x`, and `e2` expands the square mode by mode. `linear_combination e1 - e2` then joins the parts.

`casida_symmetric` transposes the blocks. `casida_posDef` assumes that the form is not positive at some nonzero vector. Both sums are nonnegative, so `linarith` makes each of them zero; `hx` then removes the matter part and `hq` the photon part, in the same order as above. `eigenvalue_pos` evaluates the form on a normalised eigenvector.

`completeness` and `weighted_projections` are the two expansion identities, stated for general matrices; the second needs symmetry. `oscillator_sum_rules` applies them to \((s,0)\) and inserts the completed square. `weighted_sum_unchanged_iff` uses the fact that a sum of squares is zero only if every term is.

`eigenbasis_witness` gives a coupled example with \(w=250\), \(\omega=289\) and \(V=252\) in arbitrary frequency units. The mixed frequencies are 170 and 425, with eigenvectors \((3/5,4/5)\) and \((-4/5,3/5)\). For \(s=1\) the strengths are \(9/25\) and \(16/25\), which add up to 1. Their weighted sum is \(10404+115600=126004=250^2+252^2\).

### From orthonormal rows to completeness

The proof turns on `mul_eq_one_comm` in `completeness`. The hypothesis supplies only `U * Uᵀ = 1`, a statement about scalar products between eigenvectors. The sum over states needs `Uᵀ * U = 1`, the resolution of the identity. For square matrices a one-sided inverse is two-sided, and this lemma performs the exchange.

It applies because `u : ι → ι → ℝ` uses one type for both states and components, so the family has as many vectors as the space has dimensions. With fewer orthonormal vectors, \(UU^T=1\) would still hold, but \(U^TU\) would be only a projector. The summed strength could then fall short of \(\sum_is_i^2\), as it can when only the lowest roots of a Casida problem are computed.

### The same matrix without the dipole self-energy

The statement could have been modelled with the matter block \(\mathrm{diag}(w_i^2)\) alone, keeping the bilinear coupling. The first sum rule would stay as it is, because it uses only the orthonormal basis. In the second, the term \(\sum_a(Vs)_a^2\) would disappear, since the off-diagonal blocks do not contribute at \((s,0)\). The growth of the weighted sum is therefore due to the self-energy.

Stability would change too. For positive \(\omega_a\), minimising the quadratic form over \(q\) leaves \(x^T(\mathrm{diag}(w_i^2)-V^TV)x\), so positive definiteness would become a condition on the coupling strength. These statements about the variant come from a short calculation by hand, not from the file.
